# Plane waves on a finite ring of cells, labelled by wavevector and orbital, are orthonormal

On a ring of `N` cells, with `N` nonzero and the same finite set of orbitals in each cell, a state assigns a complex amplitude to every pair of cell and orbital, and these pairs index an orthonormal basis. Cells x and wavevectors `k` are both integers modulo `N`, with `k` counted in units of 2π/N per cell. The plane wave of wavevector `k` on orbital `b` has amplitude exp(2πikx/N)/√N on that orbital in cell x, and zero on all others. The declaration `planeWave_orthonormal` states that these vectors have norm one and that any two with different wavevectors or different orbitals are orthogonal. The attempt reduces this to a formula for each inner product, splits on whether the wavevectors and the orbitals agree, and asks `simp` to finish each case with the overlap formula `planeWave_inner`, proved just before.

This version doesn't compile in Lean 4 with Mathlib:

```lean
import Mathlib

open scoped InnerProductSpace ComplexConjugate

namespace UnfoldingSumRule

noncomputable section

/-- States on a ring of `N` cells with orbital set `B` in each cell. -/
abbrev CrystalState (N : ℕ) (B : Type*) := EuclideanSpace ℂ (ZMod N × B)

variable {N : ℕ} [NeZero N] {B : Type*} [Fintype B] [DecidableEq B]

/-- The normalised plane wave of wavevector `k` on orbital `b`, with amplitude
`exp (2πi k x / N) / √N` in cell `x`. -/
def planeWave (k : ZMod N) (b : B) : CrystalState N B :=
  WithLp.toLp 2 fun p =>
    if p.2 = b then ZMod.stdAddChar (k * p.1) / (Real.sqrt N : ℂ) else 0

omit [Fintype B] in
/-- The amplitude of a plane wave in cell `x` on orbital `d`. -/
theorem planeWave_apply (k : ZMod N) (b : B) (x : ZMod N) (d : B) :
    (planeWave k b).ofLp (x, d) =
      if d = b then ZMod.stdAddChar (k * x) / (Real.sqrt N : ℂ) else 0 := rfl

/-- Two plane waves have overlap one if wavevector and orbital agree, and zero otherwise. -/
theorem planeWave_inner (k q : ZMod N) (b c : B) :
    ⟪planeWave k b, planeWave q c⟫_ℂ = if k = q ∧ b = c then 1 else 0 := by
  have hs : (Real.sqrt N : ℂ) * (Real.sqrt N : ℂ) = (N : ℂ) := by
    rw [← Complex.ofReal_mul, Real.mul_self_sqrt (Nat.cast_nonneg N)]
    simp
  have hN : (N : ℂ) ≠ 0 := Nat.cast_ne_zero.mpr (NeZero.ne N)
  -- the discrete Fourier sum over all cells
  have hsum : ∑ x : ZMod N, ZMod.stdAddChar (x * (q - k)) =
      if q - k = 0 then (N : ℂ) else 0 := by
    simpa [ZMod.card] using
      AddChar.sum_mulShift (q - k) (ZMod.isPrimitive_stdAddChar N)
  rw [PiLp.inner_apply, Fintype.sum_prod_type]
  by_cases hbc : b = c
  · subst hbc
    -- only the common orbital contributes in each cell
    have hcell : ∀ x : ZMod N,
        ∑ d : B, ⟪(planeWave k b).ofLp (x, d), (planeWave q b).ofLp (x, d)⟫_ℂ =
          ZMod.stdAddChar (x * (q - k)) / (N : ℂ) := by
      intro x
      have e : x * (q - k) = q * x + -(k * x) := by ring
      rw [Finset.sum_eq_single b]
      · rw [e, AddChar.map_add_eq_mul, AddChar.map_neg_eq_conj, ← hs]
        simp only [planeWave_apply, if_true, RCLike.inner_apply, map_div₀,
          Complex.conj_ofReal]
        ring
      · intro d _ hd
        simp [planeWave_apply, hd]
      · simp
    rw [Finset.sum_congr rfl (fun x _ => hcell x), ← Finset.sum_div, hsum]
    by_cases h : k = q
    · subst h
      simp [hN]
    · simp [h, sub_eq_zero, Ne.symm h]
  · rw [if_neg (fun h => hbc h.2)]
    refine Finset.sum_eq_zero fun x _ => Finset.sum_eq_zero fun d _ => ?_
    by_cases hd : d = b <;> simp [planeWave_apply, hd, hbc]

/-- The plane waves, labelled by wavevector and orbital, are orthonormal. -/
theorem planeWave_orthonormal :
    Orthonormal ℂ (fun p : ZMod N × B => planeWave p.1 p.2) := by
  rw [orthonormal_iff_ite]
  rintro ⟨k, b⟩ ⟨q, c⟩
  by_cases h1 : k = q <;> by_cases h2 : b = c <;> simp [planeWave_inner, h1, h2]

end

end UnfoldingSumRule
```

Compiling this gives:

```
Main.lean:66:63: error: unsolved goals
case pos
N : ℕ
inst✝² : NeZero N
B : Type u_1
inst✝¹ : Fintype B
inst✝ : DecidableEq B
k : ZMod N
b : B
q : ZMod N
c : B
h1 : k = q
h2 : b = c
⊢ ‖planeWave q c‖ = 1 ∨ ↑‖planeWave q c‖ = -1
```

What went wrong. The message shows the one case left open, where both labels agree. There `simp` uses `h1` and `h2` to replace `k` by `q` and `b` by `c`, so the overlap becomes the inner product of `planeWave q c` with itself. Mathlib's simp rules turn such a product into a squared norm before `planeWave_inner` is applied, and then turn the equation "squared norm equals 1" into the remaining goal, that the norm is 1 or -1. That goal is true, but `planeWave_inner` speaks of inner products, and none is left for it to rewrite.

The repair applies `planeWave_inner k q b c` first, through `.trans`, while the inner product is still intact. What remains is to show that two `if` expressions are equal, one testing `k = q ∧ b = c` and the other testing equality of the pairs. The same case split and `simp [h1, h2]` settle this, with no norm involved. `planeWave_inner` leaves the `simp` list because it has already been used.

This version goes through:

```diff
@@ -67,5 +67,6 @@
   rw [orthonormal_iff_ite]
   rintro ⟨k, b⟩ ⟨q, c⟩
-  by_cases h1 : k = q <;> by_cases h2 : b = c <;> simp [planeWave_inner, h1, h2]
+  refine (planeWave_inner k q b c).trans ?_
+  by_cases h1 : k = q <;> by_cases h2 : b = c <;> simp [h1, h2]
 
 end
```
